# Energies and singlet-parent weights of the two doublets of three exchange-coupled electrons

## Why does the lower satellite take most of the singlet intensity?

Suppose a shake-up state has three unpaired electrons, and only electrons 2 and 3 have an exchange integral, of size 1. Their triplet then lies at $Q-1$ and their singlet at $Q+1$, where $Q$ is the energy without exchange among these three electrons. Now let photoionisation reach only the doublet in which electrons 1 and 2 form a singlet. I expected the upper line to take most of the intensity, because singlets lie above triplets. Instead I find $1/4$ in the upper line and $3/4$ in the lower one. What decides this split when all three exchange integrals are present?

## The singlet parent is usually not an eigenstate

Your singlet of electrons 1 and 2 is in general not an eigenstate of the full exchange interaction, so it contributes to both lines, and the line nearer to its mean energy takes more. In your case that mean is $Q-1/2$, which is nearer to the lower line at $Q-1$ than to the upper one at $Q+1$. In a core-ionised molecule with a shake-up excitation, let electron 1 be the one left in the valence orbital, electron 2 the promoted one, and electron 3 the one left in the core orbital. The pair 1, 2 is the parent pair. Its exchange integral is $K$; those of the pairs 1, 3 and 2, 3 are $K_1$ and $K_2$. With $P_{ij}$ exchanging the spins of electrons $i$ and $j$,

$$H = Q - K P_{12} - K_1 P_{13} - K_2 P_{23}.$$

### From three spins to two parents

Let $|i\rangle$ be the state in which electron $i$ carries the single down spin. These three states contain one quartet component, proportional to $|1\rangle+|2\rangle+|3\rangle$, and two doublets:

$$S=\frac{-|1\rangle+|2\rangle}{\sqrt2},\qquad T=\frac{|1\rangle+|2\rangle-2|3\rangle}{\sqrt6}.$$

In $S$ the parent pair is a singlet, in $T$ a triplet. Exchanging spins gives

$$P_{12}S=-S,\quad P_{13}S=\tfrac12S+\tfrac{\sqrt3}{2}T,\quad P_{23}S=\tfrac12S-\tfrac{\sqrt3}{2}T,$$

$$P_{12}T=T,\quad P_{13}T=\tfrac{\sqrt3}{2}S-\tfrac12T,\quad P_{23}T=-\tfrac{\sqrt3}{2}S-\tfrac12T.$$

Define $d=K-(K_1+K_2)/2$ and $w=\sqrt3(K_2-K_1)/2$. Then

$$HS=(Q+d)S+wT,\qquad HT=wS+(Q-d)T.$$

The parents mix whenever the core electron exchanges differently with the two members of the pair.

### Energies and weights

Write a normalised eigenstate as $xS+yT$ with $x^2+y^2=1$, and its energy as $Q+e$. The eigenvalue equations are

$$dx+wy=ex,\qquad wx-dy=ey.$$

Eliminating $y$, and likewise $x$, gives $(e^2-d^2-w^2)x=0$ and $(e^2-d^2-w^2)y=0$. Since $x$ and $y$ are not both zero, $e^2=d^2+w^2$. Expanding the squares,

$$d^2+w^2=K^2+K_1^2+K_2^2-KK_1-KK_2-K_1K_2=R^2,$$

with $R\ge0$, so $e=\pm R$. Both values occur: the vector $(e+d,\,w)$, divided by its length, solves the equations. If $e+d=0$, then $w=0$ as well, and $(0,1)$ takes its place.

For the weights, multiply the first equation by $x$ and the second by $y$, and subtract: $d=e(x^2-y^2)$. With normalisation and $e\neq0$,

$$x^2=\tfrac12\left(1+\frac de\right),\qquad y^2=\tfrac12\left(1-\frac de\right).$$

Multiplying crosswise and adding gives $xy=w/(2e)$. The upper state thus has singlet weight $(1+d/R)/2$ and the lower one $(1-d/R)/2$. In your case $d=-1/2$ and $R=1$, which gives $1/4$ and $3/4$.

### A case with strong valence exchange

Take $K=8$, $K_1=3$, $K_2=0$ in some energy unit. Then $d=6.5$, $w\approx-2.598$ and $R=\sqrt{64+9-24}=7$. The lines lie at $Q\pm7$, with singlet weights $27/28\approx0.964$ above and $1/28\approx0.036$ below.

If the triplet parent is also reached, with the photoelectron in the same state, the amplitudes interfere. With amplitude $1$ into $S$ and $0.2$ into $T$, the intensities become about $0.891$ and $0.149$. The weak line grows about fourfold, although the total rises only from $1$ to $1.04$: the interference moves intensity from the strong line to the weak one and cancels in the sum. The relative sign of the amplitudes refers to $S$ and $T$ as written above.

### What the Lean statements say

`exchangeHamiltonian` is $H$ in the basis $|1\rangle,|2\rangle,|3\rangle$, with Lean's indices 0, 1, 2 standing for electrons 1, 2, 3. The vectors `singletParent` and `tripletParent` are $S$ and $T$; both are doublets of the three electrons, and the names refer to the pair. `shift` is $d$, `coupling` is $w$, and `halfSplitting` is $R$. In `parentMatrix`, `v 0` is the singlet component $x$ and `v 1` the triplet component $y$.

The main theorem, `satellite_energies_and_weights`, assumes $R>0$. It says that a real number is the energy of some normalised real eigenvector of the parent matrix exactly when it is $Q+R$ or $Q-R$, and that every such eigenvector has the singlet weight given above. `lift_eigenvector` carries each solution over to the three-spin Hamiltonian at the same energy. `satellite_intensity` gives the squared amplitude when the parents are reached with real amplitudes `a` and `b`, which are inputs.

All integrals are arbitrary real numbers, and the quartet energy is left aside. Applying the result to a measured spectrum assumes, among other things, that the satellite pair belongs to a single configuration of three orthogonal, singly occupied orbitals and that spin–orbit coupling is negligible. Under these assumptions, the parent matrix is the doublet block that a configuration-interaction calculation restricted to this configuration would diagonalise.

```lean
import Mathlib

open Matrix

namespace ShakeSatelliteParents

noncomputable section

/-- Exchange Hamiltonian of three open-shell electrons in the spin states with one spin down,
ordered by which electron (1, 2, 3) carries it. The integrals `K`, `K1`, `K2` multiply the spin
exchanges of the pairs 12, 13, 23. -/
def exchangeHamiltonian (Q K K1 K2 : ℝ) : Matrix (Fin 3) (Fin 3) ℝ :=
  Q • !![1, 0, 0; 0, 1, 0; 0, 0, 1] - K • !![0, 1, 0; 1, 0, 0; 0, 0, 1]
    - K1 • !![0, 0, 1; 0, 1, 0; 1, 0, 0] - K2 • !![1, 0, 0; 0, 0, 1; 0, 1, 0]

/-- The doublet in which electrons 1 and 2 form a singlet. -/
def singletParent : Fin 3 → ℝ := ![-(√2)⁻¹, (√2)⁻¹, 0]

/-- The doublet in which electrons 1 and 2 form a triplet. -/
def tripletParent : Fin 3 → ℝ := ![(√6)⁻¹, (√6)⁻¹, -2 * (√6)⁻¹]

/-- Half the energy difference `d` between the unmixed singlet and triplet parents. -/
def shift (K K1 K2 : ℝ) : ℝ := K - (K1 + K2) / 2

/-- The matrix element that mixes the singlet and triplet parents. -/
def coupling (K1 K2 : ℝ) : ℝ := √3 * (K2 - K1) / 2

/-- The energy `R`, given by the three exchange integrals. -/
def halfSplitting (K K1 K2 : ℝ) : ℝ :=
  √(K ^ 2 + K1 ^ 2 + K2 ^ 2 - K * K1 - K * K2 - K1 * K2)

/-- The energy matrix in the basis of singlet parent and triplet parent. -/
def parentMatrix (Q K K1 K2 : ℝ) : Matrix (Fin 2) (Fin 2) ℝ :=
  !![Q + shift K K1 K2, coupling K1 K2; coupling K1 K2, Q - shift K K1 K2]

/-- The two parent doublets are orthonormal, and both are orthogonal to the quartet state. -/
theorem parents_orthonormal :
    singletParent ⬝ᵥ singletParent = 1 ∧ tripletParent ⬝ᵥ tripletParent = 1 ∧
    singletParent ⬝ᵥ tripletParent = 0 ∧
    ![1, 1, 1] ⬝ᵥ singletParent = 0 ∧ ![1, 1, 1] ⬝ᵥ tripletParent = 0 := by
  have ha : (√2)⁻¹ * (√2)⁻¹ = (1 / 2 : ℝ) := by
    rw [← mul_inv, Real.mul_self_sqrt (by norm_num)]; norm_num
  have hb : (√6)⁻¹ * (√6)⁻¹ = (1 / 6 : ℝ) := by
    rw [← mul_inv, Real.mul_self_sqrt (by norm_num)]; norm_num
  simp only [singletParent, tripletParent, Matrix.vec3_dotProduct']
  refine ⟨?_, ?_, ?_, ?_, ?_⟩
  · linear_combination 2 * ha
  · linear_combination 6 * hb
  · ring
  · ring
  · ring

/-- The exchange Hamiltonian maps each parent doublet to a combination of both, with the matrix
elements of the parent matrix. -/
theorem exchange_on_parents (Q K K1 K2 : ℝ) :
    exchangeHamiltonian Q K K1 K2 *ᵥ singletParent =
      (Q + shift K K1 K2) • singletParent + coupling K1 K2 • tripletParent ∧
    exchangeHamiltonian Q K K1 K2 *ᵥ tripletParent =
      coupling K1 K2 • singletParent + (Q - shift K K1 K2) • tripletParent := by
  have hH : ∀ x y z : ℝ, exchangeHamiltonian Q K K1 K2 *ᵥ ![x, y, z] =
      ![Q * x - K * y - K1 * z - K2 * x, Q * y - K * x - K1 * y - K2 * z,
        Q * z - K * z - K1 * x - K2 * y] := by
    intro x y z
    ext i
    fin_cases i <;>
      simp [exchangeHamiltonian, Matrix.mulVec, dotProduct, Fin.sum_univ_three] <;> ring
  -- relations between the normalisation factors
  have h3 : √3 ^ 2 = (3 : ℝ) := Real.sq_sqrt (by norm_num)
  have h6 : √6 = √2 * √3 := by
    rw [← Real.sqrt_mul (by norm_num)]; norm_num
  have h1 : √3 * (√6)⁻¹ = (√2)⁻¹ := by
    rw [h6]; field_simp
  have h2 : √3 * (√2)⁻¹ = 3 * (√6)⁻¹ := by
    rw [← h1]; linear_combination (√6)⁻¹ * h3
  unfold singletParent tripletParent shift coupling
  constructor
  · rw [hH]
    simp only [Matrix.smul_vec3, Matrix.vec3_add, smul_eq_mul]
    refine Matrix.vec3_eq ?_ ?_ ?_
    · linear_combination (-(K2 - K1) / 2) * h1
    · linear_combination (-(K2 - K1) / 2) * h1
    · linear_combination (K2 - K1) * h1
  · rw [hH]
    simp only [Matrix.smul_vec3, Matrix.vec3_add, smul_eq_mul]
    refine Matrix.vec3_eq ?_ ?_ ?_
    · linear_combination ((K2 - K1) / 2) * h2
    · linear_combination (-(K2 - K1) / 2) * h2
    · ring

/-- The eigenvalue equation of the parent matrix, written in components. -/
theorem eigen_iff (Q K K1 K2 E : ℝ) (v : Fin 2 → ℝ) :
    parentMatrix Q K K1 K2 *ᵥ v = E • v ↔
      (Q + shift K K1 K2) * v 0 + coupling K1 K2 * v 1 = E * v 0 ∧
      coupling K1 K2 * v 0 + (Q - shift K K1 K2) * v 1 = E * v 1 := by
  rw [funext_iff, Fin.forall_fin_two]
  simp [parentMatrix, Matrix.mulVec, dotProduct, Fin.sum_univ_two]

/-- A solution of the two-parent eigenvalue equation, used as mixing coefficients, solves
the eigenvalue equation of the three-electron exchange Hamiltonian at the same energy. -/
theorem lift_eigenvector {Q K K1 K2 E : ℝ} {v : Fin 2 → ℝ}
    (h : parentMatrix Q K K1 K2 *ᵥ v = E • v) :
    exchangeHamiltonian Q K K1 K2 *ᵥ (v 0 • singletParent + v 1 • tripletParent) =
      E • (v 0 • singletParent + v 1 • tripletParent) := by
  obtain ⟨h1, h2⟩ := (eigen_iff Q K K1 K2 E v).1 h
  obtain ⟨hs, ht⟩ := exchange_on_parents Q K K1 K2
  rw [Matrix.mulVec_add, Matrix.mulVec_smul, Matrix.mulVec_smul, hs, ht]
  ext i
  simp only [Pi.add_apply, Pi.smul_apply, smul_eq_mul]
  linear_combination singletParent i * h1 + tripletParent i * h2

/-- `R` is positive exactly when the three exchange integrals are not all equal. -/
theorem halfSplitting_pos_iff (K K1 K2 : ℝ) :
    0 < halfSplitting K K1 K2 ↔ ¬(K = K1 ∧ K = K2) := by
  unfold halfSplitting
  rw [Real.sqrt_pos]
  constructor
  · rintro h ⟨h1, h2⟩
    rw [← h1, ← h2] at h
    nlinarith
  · intro h
    by_contra hn
    have a := sq_nonneg (K - K1)
    have b := sq_nonneg (K - K2)
    have c := sq_nonneg (K1 - K2)
    have h1 : (K - K1) ^ 2 = 0 := by nlinarith
    have h2 : (K - K2) ^ 2 = 0 := by nlinarith
    exact h ⟨sub_eq_zero.1 (pow_eq_zero_iff two_ne_zero |>.1 h1),
      sub_eq_zero.1 (pow_eq_zero_iff two_ne_zero |>.1 h2)⟩

/-- `R` is the root of the summed squares of the parent shift and the parent coupling. -/
theorem halfSplitting_sq (K K1 K2 : ℝ) :
    halfSplitting K K1 K2 ^ 2 = shift K K1 K2 ^ 2 + coupling K1 K2 ^ 2 := by
  have h3 : √3 ^ 2 = (3 : ℝ) := Real.sq_sqrt (by norm_num)
  unfold halfSplitting shift coupling
  rw [Real.sq_sqrt (by nlinarith [sq_nonneg (K - K1), sq_nonneg (K - K2), sq_nonneg (K1 - K2)])]
  linear_combination (-(K2 - K1) ^ 2 / 4) * h3

/-- The energies of normalised eigenstates of the parent matrix are exactly `Q + R` and
`Q - R`. -/
theorem energy_iff (Q K K1 K2 E : ℝ) :
    (∃ v : Fin 2 → ℝ, v 0 ^ 2 + v 1 ^ 2 = 1 ∧ parentMatrix Q K K1 K2 *ᵥ v = E • v) ↔
      E = Q + halfSplitting K K1 K2 ∨ E = Q - halfSplitting K K1 K2 := by
  have hR := halfSplitting_sq K K1 K2
  simp only [eigen_iff]
  generalize halfSplitting K K1 K2 = R at hR ⊢
  generalize shift K K1 K2 = d at hR ⊢
  generalize coupling K1 K2 = w at hR ⊢
  constructor
  · rintro ⟨v, hv, h1, h2⟩
    -- the secular equation
    have h : (E - Q) ^ 2 = R ^ 2 := by
      linear_combination (-v 0 * (d + (E - Q)) - v 1 * w) * h1
        + (-v 0 * w + v 1 * (d - (E - Q))) * h2
        - ((E - Q) ^ 2 - d ^ 2 - w ^ 2) * hv - hR
    rcases sq_eq_sq_iff_eq_or_eq_neg.1 h with h | h
    · left; linarith
    · right; linarith
  · intro hE
    have key : (E - Q) ^ 2 = d ^ 2 + w ^ 2 := by
      rcases hE with h | h <;> rw [h] <;> linear_combination hR
    by_cases h0 : E - Q + d = 0
    · -- without coupling the triplet parent itself is the eigenstate
      have hw2 : w ^ 2 = 0 := by linear_combination (E - Q - d) * h0 - key
      have hw : w = 0 := (pow_eq_zero_iff two_ne_zero).1 hw2
      refine ⟨![0, 1], ?_, ?_, ?_⟩
      · show (0 : ℝ) ^ 2 + 1 ^ 2 = 1
        norm_num
      · show (Q + d) * 0 + w * 1 = E * 0
        linear_combination hw
      · show w * 0 + (Q - d) * 1 = E * 1
        linear_combination -h0
    · have hP : 0 < (E - Q + d) ^ 2 + w ^ 2 := by
        have := mul_self_pos.2 h0
        nlinarith [sq_nonneg w]
      obtain ⟨n, hn⟩ : ∃ n : ℝ, n ^ 2 = (E - Q + d) ^ 2 + w ^ 2 :=
        ⟨_, Real.sq_sqrt hP.le⟩
      refine ⟨![(E - Q + d) / n, w / n], ?_, ?_, ?_⟩
      · show ((E - Q + d) / n) ^ 2 + (w / n) ^ 2 = 1
        rw [div_pow, div_pow, ← add_div, hn, div_self hP.ne']
      · show (Q + d) * ((E - Q + d) / n) + w * (w / n) = E * ((E - Q + d) / n)
        linear_combination (-1 / n) * key
      · show w * ((E - Q + d) / n) + (Q - d) * (w / n) = E * (w / n)
        ring

/-- Parent weights and their interference term in a normalised eigenstate of energy `Q + e`,
for nonzero `e`. -/
theorem eigenvector_components {Q K K1 K2 e : ℝ} {v : Fin 2 → ℝ} (he : e ≠ 0)
    (hv : v 0 ^ 2 + v 1 ^ 2 = 1) (h : parentMatrix Q K K1 K2 *ᵥ v = (Q + e) • v) :
    v 0 ^ 2 = (1 + shift K K1 K2 / e) / 2 ∧ v 0 * v 1 = coupling K1 K2 / (2 * e) ∧
      v 1 ^ 2 = (1 - shift K K1 K2 / e) / 2 := by
  obtain ⟨h1, h2⟩ := (eigen_iff Q K K1 K2 (Q + e) v).1 h
  have hd : shift K K1 K2 / e = v 0 ^ 2 - v 1 ^ 2 := by
    rw [div_eq_iff he]
    linear_combination v 0 * h1 - v 1 * h2 - shift K K1 K2 * hv
  refine ⟨?_, ?_, ?_⟩
  · rw [hd]; linear_combination (1 / 2) * hv
  · rw [eq_div_iff (mul_ne_zero two_ne_zero he)]
    linear_combination -v 1 * h1 - v 0 * h2 + coupling K1 K2 * hv
  · rw [hd]; linear_combination (1 / 2) * hv

/-- For `R > 0` the parent matrix has exactly the energies `Q + R` and `Q - R`, and its
normalised eigenstates have singlet-parent weights `(1 + d/R)/2` and `(1 - d/R)/2`. -/
theorem satellite_energies_and_weights (Q K K1 K2 : ℝ) (hR : 0 < halfSplitting K K1 K2) :
    (∀ E : ℝ, (∃ v : Fin 2 → ℝ, v 0 ^ 2 + v 1 ^ 2 = 1 ∧
        parentMatrix Q K K1 K2 *ᵥ v = E • v) ↔
      E = Q + halfSplitting K K1 K2 ∨ E = Q - halfSplitting K K1 K2) ∧
    (∀ v : Fin 2 → ℝ, v 0 ^ 2 + v 1 ^ 2 = 1 →
      parentMatrix Q K K1 K2 *ᵥ v = (Q + halfSplitting K K1 K2) • v →
      v 0 ^ 2 = (1 + shift K K1 K2 / halfSplitting K K1 K2) / 2) ∧
    (∀ v : Fin 2 → ℝ, v 0 ^ 2 + v 1 ^ 2 = 1 →
      parentMatrix Q K K1 K2 *ᵥ v = (Q - halfSplitting K K1 K2) • v →
      v 0 ^ 2 = (1 - shift K K1 K2 / halfSplitting K K1 K2) / 2) := by
  refine ⟨energy_iff Q K K1 K2, fun v hv h => (eigenvector_components hR.ne' hv h).1, ?_⟩
  intro v hv h
  rw [sub_eq_add_neg] at h
  have hw := (eigenvector_components (neg_ne_zero.2 hR.ne') hv h).1
  rw [div_neg] at hw
  linarith

/-- Squared transition amplitude into a normalised eigenstate of energy `Q + e`, `e` nonzero,
when the singlet and triplet parents are reached with real amplitudes `a` and `b`. -/
theorem satellite_intensity {Q K K1 K2 e : ℝ} {v : Fin 2 → ℝ} (a b : ℝ) (he : e ≠ 0)
    (hv : v 0 ^ 2 + v 1 ^ 2 = 1) (h : parentMatrix Q K K1 K2 *ᵥ v = (Q + e) • v) :
    (a * v 0 + b * v 1) ^ 2 = (a ^ 2 + b ^ 2) / 2 +
      ((a ^ 2 - b ^ 2) * shift K K1 K2 + 2 * a * b * coupling K1 K2) / (2 * e) := by
  obtain ⟨hx, hxy, hy⟩ := eigenvector_components he hv h
  linear_combination a ^ 2 * hx + 2 * a * b * hxy + b ^ 2 * hy

end

end ShakeSatelliteParents
```

```lean
#print axioms ShakeSatelliteParents.lift_eigenvector
-- 'ShakeSatelliteParents.lift_eigenvector' depends on axioms: [propext, Classical.choice, Quot.sound]
#print axioms ShakeSatelliteParents.halfSplitting_pos_iff
-- 'ShakeSatelliteParents.halfSplitting_pos_iff' depends on axioms: [propext, Classical.choice, Quot.sound]
#print axioms ShakeSatelliteParents.satellite_energies_and_weights
-- 'ShakeSatelliteParents.satellite_energies_and_weights' depends on axioms: [propext, Classical.choice, Quot.sound]
#print axioms ShakeSatelliteParents.satellite_intensity
-- 'ShakeSatelliteParents.satellite_intensity' depends on axioms: [propext, Classical.choice, Quot.sound]
```

### How the Lean proof retraces the algebra

`parents_orthonormal` checks the norms and overlaps of $S$ and $T$, and their orthogonality to the quartet. `exchange_on_parents` first computes $H$ on a general vector, in the step `hH`, and then compares components. The square roots are matched through $\sqrt3/\sqrt6=1/\sqrt2$ and $\sqrt3/\sqrt2=3/\sqrt6$. `eigen_iff` writes the matrix equation as the two scalar equations, and `lift_eigenvector` combines them with the action on the parents.

`halfSplitting_sq` is the expansion $R^2=d^2+w^2$. `halfSplitting_pos_iff` shows that $R>0$ holds exactly when the three integrals are not all equal; behind it is the identity $2R^2=(K-K_1)^2+(K-K_2)^2+(K_1-K_2)^2$.

In `energy_iff`, the first `linear_combination` carries out the elimination: its multipliers produce $(e^2-d^2-w^2)x$ and $(e^2-d^2-w^2)y$, weight them by $x$ and $y$, and use normalisation. The converse supplies the explicit eigenvector, and `by_cases` separates off the case $e+d=0$.

`eigenvector_components` contains the subtraction and the crosswise addition that give $x^2$, $y^2$ and $xy$. The main theorem applies it with $e=R$ and $e=-R$. `satellite_intensity` expands $(ax+by)^2$ and inserts the same three products.

### Equal exchange integrals leave the weights undetermined

Let $K=K_1=K_2=1$. Then $d=w=R=0$, and the parent matrix is $Q$ times the identity. Both $(1,0)$ and $(0,1)$ are normalised eigenvectors at energy $Q$, with singlet weights $1$ and $0$, so no single value can hold for all eigenvectors. Lean sets $0/0=0$, and the formula would then claim $1/2$ for both. The weight statements therefore fail at $R=0$, while `energy_iff` remains true there, with the two energies coinciding.
